# For $m$ orthonormal orbitals on an $N$-point periodic grid, the $q=0$ term of the exchange sum is $m\,\hat v(0)/N$

## How much exchange sits in the divergent entry?

My exact-exchange energies move whenever I change the number stored at $G=0$ in the Coulomb kernel, and I can't say by how much they should. The bare entry $4\pi/G^2$ diverges there, so I have to put in something finite or delete it. In the total electrostatic energy of a neutral cell, the divergences from electrons and ions cancel. Exchange has no such partner.

I have a molecule in a periodic box, sampled at the $\Gamma$ point only. Does the contribution of that entry depend on the shape of the orbitals, so that localized and delocalized states are affected differently? And does it survive when I subtract two energies?

## Only the number of orbitals enters

The shape doesn't matter, provided that the orbitals are orthonormal. On a periodic grid of $N$ points, the zero-wavevector term of the exchange sum is $m\,\hat v(0)/N$ for any $m$ orthonormal orbitals. At fixed grid and interaction, this term cancels between two states with equally many orbitals. It doesn't cancel in an ionization energy, where $m$ changes.

### From pair densities to wavevectors

Let $\varphi_0,\dots,\varphi_{m-1}$ be complex orbitals on $\mathbb Z/N$, with pair densities $\rho_{jk}(x)=\overline{\varphi_j(x)}\,\varphi_k(x)$, and let $v$ be the interaction. The exchange sum is

$$S=\sum_{j,k}\sum_{x,y}\overline{\rho_{jk}(x)}\,v(x-y)\,\rho_{jk}(y).$$

Write $\chi(x)=e^{2\pi i x/N}$ and define the unnormalized transform $\hat f(q)=\sum_x\chi(-qx)f(x)$. Plane waves satisfy $\sum_q\chi(q(z-x))=N\delta_{zx}$, so

$$\frac1N\sum_q\chi(qz)\,\hat v(q)=\frac1N\sum_x v(x)\sum_q\chi(q(z-x))=v(z).$$

Insert this expansion at $z=x-y$ for a single density $\rho$. Since $\chi(q(x-y))=\chi(qx)\chi(-qy)$, the double sum factorizes:

$$\sum_{x,y}\overline{\rho(x)}\,v(x-y)\,\rho(y)=\frac1N\sum_q\hat v(q)\Big[\sum_x\chi(qx)\overline{\rho(x)}\Big]\Big[\sum_y\chi(-qy)\rho(y)\Big].$$

The first bracket is the complex conjugate of the second, so their product is $|\hat\rho(q)|^2$. Summing over all pairs gives

$$S=\frac1N\sum_q\hat v(q)\,W(q),\qquad W(q)=\sum_{j,k}|\hat\rho_{jk}(q)|^2.$$

Orthonormality enters only now. At $q=0$ the phase is one, so $\hat\rho_{jk}(0)=\sum_x\rho_{jk}(x)=\delta_{jk}$ and $W(0)=\sum_{j,k}\delta_{jk}=m$. Therefore

$$S=\frac{m\,\hat v(0)}N+\frac1N\sum_{q\ne0}\hat v(q)\,W(q).$$

The orbital shapes remain in the second part.

### Other wavevectors, constant shifts and real interactions

No other wavevector carries more weight than $q=0$. Fix $k$ and $q$, and set $g_k(x)=\chi(-qx)\varphi_k(x)$. This function has norm one, and $\hat\rho_{jk}(q)=\langle\varphi_j,g_k\rangle$. Bessel's inequality gives $\sum_j|\hat\rho_{jk}(q)|^2\le1$, and summing over $k$ gives $W(q)\le m$.

Orbitals on distinct single sites $s_j$ reach this bound everywhere. Their off-diagonal pair densities vanish, while $\hat\rho_{jj}(q)=\chi(-qs_j)$ has modulus one, so $W(q)=m$ for every $q$.

Adding a constant $c$ to $v$ adds

$$c\sum_{j,k}\Big|\sum_x\rho_{jk}(x)\Big|^2=mc$$

to $S$. This is the same effect seen in real space: changing $\hat v(0)$ alone by $\Delta$ adds the constant $\Delta/N$ to $v$, and hence $m\Delta/N$ to $S$.

Finally, if $v$ is real and even, then $\overline{\hat v(q)}=\sum_x\chi(qx)v(x)$. Replacing $x$ by $-x$ turns this into $\hat v(q)$, so the transform is real.

### The $G=0$ entry in a plane-wave calculation

With norm-conserving pseudopotentials, a $\Gamma$-point calculation multiplies one occupied orbital by the complex conjugate of another on the real-space grid, transforms the product, weights its squared modulus with the kernel and sums over wavevectors and pairs. Take one spin channel with $m$ fully occupied orbitals in a cell of volume $\Omega$. The orbitals are now orthonormal with respect to the integral over the cell, and the transform is an integral too, $\hat\rho_{jk}(G)=\int_\Omega e^{-iG\cdot r}\rho_{jk}(r)\,dr$. In Hartree atomic units the exchange energy is

$$E_x=-\frac1{2\Omega}\sum_G v(G)\sum_{j,k}|\hat\rho_{jk}(G)|^2.$$

If the Coulomb interaction is cut off at radius $R$, the kernel becomes $4\pi(1-\cos GR)/G^2$, whose limit at $G=0$ is $2\pi R^2$. That entry contributes $-m\pi R^2/\Omega$, whatever the orbitals look like. A global hybrid functional multiplies it by its fraction of exact exchange. A range-separated hybrid uses a different kernel, so the entry has to be worked out from that kernel.

### A grid with one point

For $N=1$ there is room for one orthonormal orbital, with $|\varphi_0(0)|=1$. Then $S=v(0)=\hat v(0)$, and there are no nonzero wavevectors. The $q=0$ term is the whole exchange sum.

### What the Lean definitions and theorems say

An orbital set is `φ : Fin m → ZMod N → ℂ`, so the labels run from $0$ to $m-1$. The instance `[NeZero N]` means that the grid has at least one point. The character $\chi$ is `ZMod.stdAddChar`, and `dft` is the transform without a prefactor, which is why $1/N$ appears in the results. The label $q$ is an integer modulo $N$; for grid spacing $a$ the physical wavevector is $2\pi q/(Na)$, up to multiples of $2\pi/a$.

`IsOrthonormal` says that the plain grid sum of $\rho_{jk}$ is $\delta_{jk}$, with no volume element. Two names need care. `exchangeSum` is $S$, without the factor $-\tfrac12$ of the exchange energy, and `weight` is $W(q)$, not a $k$-point weight.

The theorem `exchangeSum_reciprocal` holds for all orbitals and every complex $v$. `exchangeSum_split` adds orthonormality and separates the $q=0$ term. Only `dft_real_of_even` asks for a real and even interaction. `weight_le`, `siteOrbital_witness` and `exchangeSum_add_const` state the bound, the single-site example and the constant shift.

The model is a one-dimensional grid with one set of orbitals, a single $k$-point and no spin. Its $\hat v(0)$ is a finite sum. Three dimensions, spin channels and $k$-point sampling are outside the formal statements, and so is the choice of a finite value to stand for the divergent Coulomb entry. The theorem fixes only the factor that multiplies this value.

```lean
import Mathlib

open scoped ComplexConjugate

namespace ExchangeCoulombSingularity

noncomputable section

variable {N : ℕ} [NeZero N] {m : ℕ}

/-- The unnormalized discrete Fourier transform on the periodic grid `Z/N`,
with kernel `exp(-2πi q x / N)`. -/
def dft (f : ZMod N → ℂ) (q : ZMod N) : ℂ :=
  ∑ x, ZMod.stdAddChar (-(q * x)) * f x

/-- The pair density `conj(φ_j) φ_k` of two orbitals. -/
def pairDensity (φ : Fin m → ZMod N → ℂ) (j k : Fin m) (x : ZMod N) : ℂ :=
  conj (φ j x) * φ k x

/-- Orthonormality of the orbitals: the pair density `jk` sums to one if `j = k`
and to zero otherwise. -/
def IsOrthonormal (φ : Fin m → ZMod N → ℂ) : Prop :=
  ∀ j k, ∑ x, pairDensity φ j k x = if j = k then 1 else 0

/-- The exchange double sum: every pair density interacts with itself through `v`. -/
def exchangeSum (φ : Fin m → ZMod N → ℂ) (v : ZMod N → ℂ) : ℂ :=
  ∑ j, ∑ k, ∑ x, ∑ y,
    conj (pairDensity φ j k x) * v (x - y) * pairDensity φ j k y

/-- The exchange weight of the wavevector `q`: the squared moduli of the transformed
pair densities, summed over all pairs of orbitals. -/
def weight (φ : Fin m → ZMod N → ℂ) (q : ZMod N) : ℝ :=
  ∑ j, ∑ k, ‖dft (pairDensity φ j k) q‖ ^ 2

/-- The transform of a real and even interaction is real. -/
theorem dft_real_of_even (v : ZMod N → ℂ) (hr : ∀ x, conj (v x) = v x)
    (he : ∀ x, v (-x) = v x) (q : ZMod N) : conj (dft v q) = dft v q := by
  simp only [dft, map_sum, map_mul, ← AddChar.map_neg_eq_conj, neg_neg, hr]
  -- reflect the grid
  refine Fintype.sum_equiv (Equiv.neg _) _ _ fun x => ?_
  simp [he]

/-- The exchange sum in reciprocal space: each wavevector contributes the transformed
interaction times its exchange weight, divided by the number of grid points. -/
theorem exchangeSum_reciprocal (φ : Fin m → ZMod N → ℂ) (v : ZMod N → ℂ) :
    exchangeSum φ v = (1 / N : ℂ) * ∑ q, dft v q * (weight φ q : ℂ) := by
  have hN : (N : ℂ) ≠ 0 := Nat.cast_ne_zero.mpr (NeZero.ne N)
  -- plane-wave expansion of the interaction
  have inv : ∀ z, v z = (1 / N : ℂ) * ∑ q, ZMod.stdAddChar (q * z) * dft v q := by
    intro z
    have h : ∑ q, ZMod.stdAddChar (q * z) * dft v q
        = ∑ x, v x * ∑ q : ZMod N, ZMod.stdAddChar (q * (z - x)) := by
      simp only [dft, Finset.mul_sum]
      rw [Finset.sum_comm]
      refine Finset.sum_congr rfl fun x _ => Finset.sum_congr rfl fun q _ => ?_
      rw [mul_sub, sub_eq_add_neg, AddChar.map_add_eq_mul]
      ring
    have h2 : ∀ x : ZMod N, ∑ q : ZMod N, (ZMod.stdAddChar (q * (z - x)) : ℂ)
        = if z = x then (N : ℂ) else 0 := by
      intro x
      rw [AddChar.sum_mulShift _ (ZMod.isPrimitive_stdAddChar N)]
      simp [sub_eq_zero, ZMod.card]
    rw [h]
    simp only [h2, mul_ite, mul_zero, Finset.sum_ite_eq, Finset.mem_univ, if_true]
    field_simp
  -- the self-interaction of a single density
  have key : ∀ ρ : ZMod N → ℂ, ∑ x, ∑ y, conj (ρ x) * v (x - y) * ρ y
      = (1 / N : ℂ) * ∑ q, dft v q * ((‖dft ρ q‖ ^ 2 : ℝ) : ℂ) := by
    intro ρ
    have hq : ∀ q, ((‖dft ρ q‖ ^ 2 : ℝ) : ℂ)
        = ∑ x, ∑ y, conj (ρ x) * ZMod.stdAddChar (q * (x - y)) * ρ y := by
      intro q
      rw [← Complex.normSq_eq_norm_sq, ← Complex.mul_conj, mul_comm]
      simp only [dft, map_sum, map_mul, ← AddChar.map_neg_eq_conj, neg_neg,
        Finset.sum_mul_sum]
      refine Finset.sum_congr rfl fun x _ => Finset.sum_congr rfl fun y _ => ?_
      rw [mul_sub, sub_eq_add_neg, AddChar.map_add_eq_mul]
      ring
    calc ∑ x, ∑ y, conj (ρ x) * v (x - y) * ρ y
        = ∑ x, ∑ y, ∑ q, (1 / N : ℂ) *
            (dft v q * (conj (ρ x) * ZMod.stdAddChar (q * (x - y)) * ρ y)) := by
          refine Finset.sum_congr rfl fun x _ => Finset.sum_congr rfl fun y _ => ?_
          rw [inv (x - y), Finset.mul_sum, Finset.mul_sum, Finset.sum_mul]
          refine Finset.sum_congr rfl fun q _ => ?_
          ring
      _ = ∑ q, ∑ x, ∑ y, (1 / N : ℂ) *
            (dft v q * (conj (ρ x) * ZMod.stdAddChar (q * (x - y)) * ρ y)) :=
          (Finset.sum_congr rfl fun x _ => Finset.sum_comm).trans Finset.sum_comm
      _ = _ := by simp only [hq, Finset.mul_sum]
  -- sum over all pairs of orbitals
  simp only [exchangeSum, key, weight, Complex.ofReal_sum, Finset.mul_sum]
  exact (Finset.sum_congr rfl fun j _ => Finset.sum_comm).trans Finset.sum_comm

/-- For orthonormal orbitals the exchange weight at `q = 0` is the number of orbitals. -/
theorem weight_zero {φ : Fin m → ZMod N → ℂ} (hφ : IsOrthonormal φ) :
    weight φ 0 = m := by
  have h : ∀ j k, ‖dft (pairDensity φ j k) 0‖ ^ 2 = if j = k then (1 : ℝ) else 0 := by
    intro j k
    have h0 : dft (pairDensity φ j k) 0 = ∑ x, pairDensity φ j k x := by simp [dft]
    rw [h0, hφ j k]
    split_ifs <;> simp
  simp [weight, h]

/-- For `m` orthonormal orbitals the exchange sum is the `q = 0` term `m v̂(0) / N`
plus the contributions of all nonzero wavevectors. -/
theorem exchangeSum_split {φ : Fin m → ZMod N → ℂ} (hφ : IsOrthonormal φ)
    (v : ZMod N → ℂ) :
    exchangeSum φ v = m * dft v 0 / N
      + (1 / N : ℂ) * ∑ q ∈ Finset.univ.erase 0, dft v q * (weight φ q : ℂ) := by
  rw [exchangeSum_reciprocal, ← Finset.add_sum_erase _ _ (Finset.mem_univ 0),
    weight_zero hφ]
  push_cast
  ring

/-- For orthonormal orbitals no wavevector has an exchange weight above the number
of orbitals. -/
theorem weight_le {φ : Fin m → ZMod N → ℂ} (hφ : IsOrthonormal φ) (q : ZMod N) :
    weight φ q ≤ m := by
  let e : Fin m → EuclideanSpace ℂ (ZMod N) := fun j => WithLp.toLp 2 (φ j)
  have he : Orthonormal ℂ e := by
    rw [orthonormal_iff_ite]
    intro j k
    rw [← hφ j k]
    simp [e, PiLp.inner_apply, pairDensity, mul_comm]
  -- Bessel's inequality for orbital `k` multiplied by a plane wave
  have hk : ∀ k, ∑ j, ‖dft (pairDensity φ j k) q‖ ^ 2 ≤ 1 := by
    intro k
    let g : EuclideanSpace ℂ (ZMod N) :=
      WithLp.toLp 2 fun x => ZMod.stdAddChar (-(q * x)) * φ k x
    have hg : ‖g‖ ^ 2 = 1 := by
      have h1 : ‖g‖ ^ 2 = ‖e k‖ ^ 2 := by
        rw [EuclideanSpace.norm_sq_eq, EuclideanSpace.norm_sq_eq]
        refine Finset.sum_congr rfl fun x _ => ?_
        change ‖ZMod.stdAddChar (-(q * x)) * φ k x‖ ^ 2 = ‖φ k x‖ ^ 2
        rw [norm_mul, AddChar.norm_apply, one_mul]
      rw [h1, he.1 k, one_pow]
    have hi : ∀ j, dft (pairDensity φ j k) q = inner ℂ (e j) g := by
      intro j
      rw [PiLp.inner_apply]
      refine Finset.sum_congr rfl fun x _ => ?_
      change _ = inner ℂ (φ j x) (ZMod.stdAddChar (-(q * x)) * φ k x)
      rw [RCLike.inner_apply, pairDensity]
      ring
    simp only [hi]
    exact (he.sum_inner_products_le g).trans_eq hg
  unfold weight
  rw [Finset.sum_comm]
  calc _ ≤ ∑ _k : Fin m, (1 : ℝ) := Finset.sum_le_sum fun k _ => hk k
    _ = m := by simp

/-- Adding a constant `c` to the interaction changes the exchange sum of `m`
orthonormal orbitals by `m c`. -/
theorem exchangeSum_add_const {φ : Fin m → ZMod N → ℂ} (hφ : IsOrthonormal φ)
    (v : ZMod N → ℂ) (c : ℂ) :
    exchangeSum φ (fun z => v z + c) = exchangeSum φ v + m * c := by
  have h : ∀ j k, ∑ x, ∑ y, conj (pairDensity φ j k x) * c * pairDensity φ j k y
      = if j = k then c else 0 := by
    intro j k
    -- the constant couples only to the total charges of the pair density
    have h1 : ∑ x, ∑ y, conj (pairDensity φ j k x) * c * pairDensity φ j k y
        = conj (∑ x, pairDensity φ j k x) * c * ∑ y, pairDensity φ j k y := by
      rw [map_sum, Finset.sum_mul, Finset.sum_mul_sum]
    rw [h1, hφ j k]
    split_ifs <;> simp
  simp only [exchangeSum, mul_add, add_mul, Finset.sum_add_distrib, h]
  simp

/-- Orbitals localized on single grid points, orbital `j` on the site `s j`. -/
def siteOrbital (s : Fin m → ZMod N) (j : Fin m) (x : ZMod N) : ℂ :=
  if x = s j then 1 else 0

/-- Orbitals localized on distinct sites are orthonormal, and their exchange weight
equals the number of orbitals at every wavevector. -/
theorem siteOrbital_witness {s : Fin m → ZMod N} (hs : Function.Injective s) :
    IsOrthonormal (siteOrbital s) ∧ ∀ q, weight (siteOrbital s) q = m := by
  have hp : ∀ j k x, pairDensity (siteOrbital s) j k x
      = if j = k then (if x = s j then 1 else 0) else 0 := by
    intro j k x
    unfold pairDensity siteOrbital
    by_cases hjk : j = k
    · subst hjk
      by_cases hx : x = s j <;> simp [hx]
    · by_cases hx : x = s j
      · have hne : x ≠ s k := fun h => hjk (hs (hx.symm.trans h))
        simp [hjk, hne]
      · simp [hjk, hx]
  refine ⟨fun j k => ?_, fun q => ?_⟩
  · simp only [hp]
    by_cases hjk : j = k <;> simp [hjk]
  · have h : ∀ j k, ‖dft (pairDensity (siteOrbital s) j k) q‖ ^ 2
        = if j = k then (1 : ℝ) else 0 := by
      intro j k
      simp only [dft, hp]
      by_cases hjk : j = k
      · simp [hjk, AddChar.norm_apply]
      · simp [hjk]
    simp [weight, h]

end

end ExchangeCoulombSingularity
```

```lean
#print axioms ExchangeCoulombSingularity.dft_real_of_even
#print axioms ExchangeCoulombSingularity.exchangeSum_split
#print axioms ExchangeCoulombSingularity.weight_le
#print axioms ExchangeCoulombSingularity.exchangeSum_add_const
```

```
'ExchangeCoulombSingularity.dft_real_of_even' depends on axioms: [propext, Classical.choice, Quot.sound]
'ExchangeCoulombSingularity.exchangeSum_split' depends on axioms: [propext, Classical.choice, Quot.sound]
'ExchangeCoulombSingularity.weight_le' depends on axioms: [propext, Classical.choice, Quot.sound]
'ExchangeCoulombSingularity.exchangeSum_add_const' depends on axioms: [propext, Classical.choice, Quot.sound]
```

### The proofs, lemma by lemma

In `exchangeSum_reciprocal`, the statement `inv` is the plane-wave expansion of $v$. Its part `h` exchanges the two sums, and `h2` is the orthogonality relation, taken from `AddChar.sum_mulShift` and the fact that the standard character is primitive. The statement `key` treats one arbitrary density. Inside it, `hq` writes $|\hat\rho(q)|^2$ as a double sum over $x$ and $y$, and the `calc` block inserts `inv` and moves the sum over $q$ to the outside. The last two lines of the proof sum over the pairs.

`weight_zero` evaluates each transform at $q=0$ as a total charge and replaces it by $\delta_{jk}$. `exchangeSum_split` then takes the $q=0$ term out of the reciprocal sum with `Finset.add_sum_erase` and inserts this value.

For `weight_le`, the orbitals become vectors `e` in a Euclidean space, where `he` is their orthonormality. The vector `g` is orbital $k$ times a plane wave. `hg` shows that it has norm one, because the phase has modulus one, and `hi` identifies the transformed pair density with an inner product. Bessel's inequality is `he.sum_inner_products_le`.

`exchangeSum_add_const` works in real space. Its step `h1` factorizes the constant part into the two total charges of the pair density, and orthonormality leaves $c$ for each diagonal pair.

In `siteOrbital_witness`, `hp` computes the pair densities. Injectivity of `s` keeps two different orbitals off the same site, which makes the off-diagonal ones vanish. `dft_real_of_even` conjugates the phases and then reflects the grid with `Equiv.neg`.
